# One-Gaussian energy of a hydrogen-like atom with the mass-velocity term: a local minimum exists exactly when $Z^2/c^2 < \pi/15$

For $Z, c > 0$ the energy $F(a) = \frac{3a}{2} - \frac{15a^2}{8c^2} - 2Z\sqrt{2a/\pi}$ of a single Gaussian with exponent $a > 0$, in atomic units, tends to $-\infty$ as $a$ grows, and it has a local minimum if and only if $Z^2/c^2 < \pi/15$. With $c = 137.036$ and integer $Z \ge 1$, this means $Z \le 62$.

```lean
import Mathlib

open Real Filter Set

namespace MassVelocityGaussian

/-- Energy of a Gaussian trial function with exponent `a > 0` in the field of a nucleus of
charge `Z`, with the mass-velocity term, in atomic units with speed of light `c ≠ 0`. -/
noncomputable def trialEnergy (Z c a : ℝ) : ℝ :=
  3 * a / 2 - 15 * a ^ 2 / (8 * c ^ 2) - 2 * Z * √(2 * a / π)

/-- In terms of the square root `s ≥ 0` of the exponent, the trial energy is a quartic
polynomial whose linear term is the nuclear attraction. -/
theorem trialEnergy_sq (Z c : ℝ) {s : ℝ} (hs : 0 ≤ s) :
    trialEnergy Z c (s ^ 2) =
      3 / 2 * s ^ 2 - 15 / (8 * c ^ 2) * s ^ 4 - 2 * (Z * √(2 / π)) * s := by
  have h : √(2 * s ^ 2 / π) = √(2 / π) * s := by
    rw [show 2 * s ^ 2 / π = 2 / π * s ^ 2 by ring, Real.sqrt_mul (by positivity),
      Real.sqrt_sq hs]
  unfold trialEnergy
  rw [h]
  ring

/-- For positive `Z` and `c`, the condition `Z² / c² < π / 15` says that the attraction
strength `Z √(2/π)` is smaller than `c √(2/15)`. -/
theorem weak_coupling_iff {Z c : ℝ} (hZ : 0 < Z) (hc : 0 < c) :
    Z ^ 2 / c ^ 2 < π / 15 ↔ Z * √(2 / π) < c * √(2 / 15) := by
  have hk : (Z * √(2 / π)) ^ 2 = 2 * Z ^ 2 / π := by
    rw [mul_pow, Real.sq_sqrt (by positivity)]
    ring
  have hr : (c * √(2 / 15)) ^ 2 = 2 * c ^ 2 / 15 := by
    rw [mul_pow, Real.sq_sqrt (by positivity)]
    ring
  have h := sq_lt_sq₀ (show 0 ≤ Z * √(2 / π) by positivity)
    (show 0 ≤ c * √(2 / 15) by positivity)
  rw [← h, hk, hr, div_lt_div_iff₀ (by positivity) (by positivity),
    div_lt_div_iff₀ (by positivity) (by positivity)]
  constructor <;> intro h <;> linarith

/-- Variational collapse: for positive `Z` and `c` the trial energy tends to minus infinity
as the Gaussian exponent grows. -/
theorem tendsto_trialEnergy_atBot {Z c : ℝ} (hZ : 0 < Z) (hc : 0 < c) :
    Tendsto (trialEnergy Z c) atTop atBot := by
  -- beyond `a = 4c²/3` the energy lies below `-a`
  refine tendsto_atBot_mono' atTop ?_ tendsto_neg_atTop_atBot
  filter_upwards [eventually_ge_atTop (4 * c ^ 2 / 3)] with a ha
  have ha0 : 0 ≤ a := le_trans (by positivity) ha
  have h0 : 0 ≤ 2 * Z * √(2 * a / π) := by positivity
  have h1 : 5 * a / 2 ≤ 15 * a ^ 2 / (8 * c ^ 2) := by
    rw [le_div_iff₀ (by positivity)]
    nlinarith [mul_nonneg ha0 (sub_nonneg.2 ha)]
  unfold trialEnergy
  linarith

/-- For positive `Z` and `c` with `Z² / c² ≥ π / 15`, the trial energy decreases strictly over
the whole range of positive exponents. -/
theorem strictAntiOn_trialEnergy {Z c : ℝ} (hZ : 0 < Z) (hc : 0 < c)
    (h : π / 15 ≤ Z ^ 2 / c ^ 2) : StrictAntiOn (trialEnergy Z c) (Ioi 0) := by
  have hk : c * √(2 / 15) ≤ Z * √(2 / π) :=
    not_lt.1 fun h' => absurd ((weak_coupling_iff hZ hc).2 h') (not_lt.2 h)
  have hr : 0 < c * √(2 / 15) := by positivity
  have hb : 0 < 15 / (8 * c ^ 2) := by positivity
  have hbr : 15 / (8 * c ^ 2) * (4 * (c * √(2 / 15)) ^ 2) = 1 := by
    rw [mul_pow, Real.sq_sqrt (by positivity), div_mul_eq_mul_div,
      div_eq_one_iff_eq (by positivity)]
    ring
  intro a ha x hx hax
  have ha' : 0 < a := ha
  have hx' : 0 < x := hx
  obtain ⟨s, hs, rfl⟩ : ∃ s, 0 < s ∧ s ^ 2 = a :=
    ⟨√a, Real.sqrt_pos.2 ha', Real.sq_sqrt ha'.le⟩
  obtain ⟨t, ht, rfl⟩ : ∃ t, 0 < t ∧ t ^ 2 = x :=
    ⟨√x, Real.sqrt_pos.2 hx', Real.sq_sqrt hx'.le⟩
  have hst : s < t := lt_of_pow_lt_pow_left₀ 2 ht.le hax
  rw [trialEnergy_sq Z c hs.le, trialEnergy_sq Z c ht.le]
  generalize 15 / (8 * c ^ 2) = b at hb hbr ⊢
  generalize c * √(2 / 15) = r at hk hr hbr
  generalize Z * √(2 / π) = k at hk ⊢
  -- the mean slope between `s` and `t` is negative, by a cubic inequality
  have h1 : 0 < (t + s) * (t - s) ^ 2 :=
    mul_pos (by linarith) (pow_pos (by linarith) 2)
  have h2 : 0 ≤ (t + s - 2 * r) ^ 2 * (t + s + 4 * r) :=
    mul_nonneg (sq_nonneg _) (by linarith)
  have h3 := mul_pos hb (add_pos_of_nonneg_of_pos h2 h1)
  have h4 : 2 * r - (3 / 2 * (t + s) - b * (t + s) * (t ^ 2 + s ^ 2)) =
      b * ((t + s - 2 * r) ^ 2 * (t + s + 4 * r) + (t + s) * (t - s) ^ 2) / 2 := by
    linear_combination (-(2 * r - 3 / 2 * (t + s))) * hbr
  have h5 : 0 < 2 * k - (3 / 2 * (t + s) - b * (t + s) * (t ^ 2 + s ^ 2)) := by
    linarith
  nlinarith [mul_pos (sub_pos.2 hst) h5]

/-- For positive `Z` and `c` with `Z² / c² < π / 15`, some exponent strictly between `0` and
`2c²/15` minimises the trial energy among all exponents in `(0, 2c²/15]`. -/
theorem exists_metastable_minimum {Z c : ℝ} (hZ : 0 < Z) (hc : 0 < c)
    (h : Z ^ 2 / c ^ 2 < π / 15) :
    ∃ a ∈ Ioo 0 (2 * c ^ 2 / 15),
      IsMinOn (trialEnergy Z c) (Ioc 0 (2 * c ^ 2 / 15)) a := by
  have hkr := (weak_coupling_iff hZ hc).1 h
  have hk : 0 < Z * √(2 / π) := by positivity
  have hr : 0 < c * √(2 / 15) := by positivity
  have hb : 0 < 15 / (8 * c ^ 2) := by positivity
  have hr2 : (c * √(2 / 15)) ^ 2 = 2 * c ^ 2 / 15 := by
    rw [mul_pow, Real.sq_sqrt (by positivity)]
    ring
  have hbr : 15 / (8 * c ^ 2) * (4 * (c * √(2 / 15)) ^ 2) = 1 := by
    rw [hr2, div_mul_eq_mul_div, div_eq_one_iff_eq (by positivity)]
    ring
  have hF := fun (s : ℝ) (hs : 0 ≤ s) => trialEnergy_sq Z c hs
  rw [← hr2]
  clear hr2
  generalize 15 / (8 * c ^ 2) = b at hb hbr hF
  generalize c * √(2 / 15) = r at hkr hr hbr ⊢
  generalize Z * √(2 / π) = k at hkr hk hF
  -- a stationary point exists by the intermediate value theorem
  have hend : 3 * r - 4 * b * r ^ 3 = 2 * r := by
    linear_combination (-r) * hbr
  have hmem : 2 * k ∈ Ioo (3 * (0 : ℝ) - 4 * b * 0 ^ 3) (3 * r - 4 * b * r ^ 3) := by
    constructor
    · norm_num
      exact hk
    · rw [hend]
      linarith
  have hcont : ContinuousOn (fun s : ℝ => 3 * s - 4 * b * s ^ 3) (Icc 0 r) := by
    fun_prop
  obtain ⟨s, ⟨hs0, hsr⟩, hs⟩ := intermediate_value_Ioo hr.le hcont hmem
  have hs' : 3 * s - 4 * b * s ^ 3 = 2 * k := hs
  have hsr2 : s ^ 2 < r ^ 2 := pow_lt_pow_left₀ hsr hs0.le two_ne_zero
  refine ⟨s ^ 2, ⟨by positivity, hsr2⟩, isMinOn_iff.2 fun x hx => ?_⟩
  obtain ⟨t, ht, rfl⟩ : ∃ t, 0 < t ∧ t ^ 2 = x :=
    ⟨√x, Real.sqrt_pos.2 hx.1, Real.sq_sqrt hx.1.le⟩
  have htr : t ^ 2 ≤ r ^ 2 := hx.2
  rw [hF s hs0.le, hF t ht.le]
  -- the exact second-order remainder is nonnegative up to `r`
  have h1 : 0 ≤ 6 * r ^ 2 - t ^ 2 - 2 * t * s - 3 * s ^ 2 := by
    nlinarith [sq_nonneg (t - s)]
  have h2 := mul_nonneg (sq_nonneg (t - s)) (mul_nonneg hb.le h1)
  have h3 : (3 / 2 * t ^ 2 - b * t ^ 4 - 2 * k * t) -
      (3 / 2 * s ^ 2 - b * s ^ 4 - 2 * k * s) =
      (t - s) ^ 2 * (b * (6 * r ^ 2 - t ^ 2 - 2 * t * s - 3 * s ^ 2)) := by
    linear_combination (-(3 / 2) * (t - s) ^ 2) * hbr + (t - s) * hs'
  linarith

/-- For positive `Z` and `c`, the trial energy has a local minimum at some positive exponent
if and only if `Z² / c² < π / 15`. -/
theorem exists_localMin_iff {Z c : ℝ} (hZ : 0 < Z) (hc : 0 < c) :
    (∃ a, 0 < a ∧ IsLocalMin (trialEnergy Z c) a) ↔ Z ^ 2 / c ^ 2 < π / 15 := by
  constructor
  · rintro ⟨a, ha, hmin⟩
    by_contra hn
    -- a slightly larger exponent would have lower energy
    have hright : ∀ᶠ x in nhdsWithin a (Ioi a), trialEnergy Z c a ≤ trialEnergy Z c x :=
      hmin.filter_mono nhdsWithin_le_nhds
    obtain ⟨x, hx, hax⟩ := (hright.and self_mem_nhdsWithin).exists
    have hax' : a < x := hax
    exact not_lt_of_ge hx
      (strictAntiOn_trialEnergy hZ hc (not_lt.1 hn) ha (ha.trans hax') hax')
  · intro h
    obtain ⟨a, ha, hmin⟩ := exists_metastable_minimum hZ hc h
    exact ⟨a, ha.1, hmin.isLocalMin (Ioc_mem_nhds ha.1 ha.2)⟩

/-- With `c = 137.036` and a positive integer nuclear charge `Z`, the trial energy has a local
minimum at some positive exponent exactly when `Z ≤ 62`. -/
theorem exists_localMin_iff_le_62 {Z : ℕ} (hZ : 0 < Z) :
    (∃ a, 0 < a ∧ IsLocalMin (trialEnergy Z 137.036) a) ↔ Z ≤ 62 := by
  have hZ' : (0 : ℝ) < Z := by exact_mod_cast hZ
  rw [exists_localMin_iff hZ' (by norm_num), div_lt_div_iff₀ (by norm_num) (by norm_num)]
  constructor
  · intro h
    by_contra hn
    have h63 : (63 : ℝ) ≤ Z := by exact_mod_cast (by omega : 63 ≤ Z)
    nlinarith [Real.pi_lt_d2]
  · intro h
    have h62 : (Z : ℝ) ≤ 62 := by exact_mod_cast h
    nlinarith [Real.pi_gt_d2]

end MassVelocityGaussian
```

```lean
#print axioms MassVelocityGaussian.tendsto_trialEnergy_atBot
-- 'MassVelocityGaussian.tendsto_trialEnergy_atBot' depends on axioms: [propext, Classical.choice, Quot.sound]
#print axioms MassVelocityGaussian.exists_localMin_iff_le_62
-- 'MassVelocityGaussian.exists_localMin_iff_le_62' depends on axioms: [propext, Classical.choice, Quot.sound]
```

## The energy function and where it comes from

The model is one electron in the field of a point charge $Z$, in atomic units, with the Hamiltonian

$$\frac{p^2}{2} - \frac{p^4}{8c^2} - \frac{Z}{\rho},$$

where $p$ is the momentum, $\rho$ the distance from the nucleus and $c$ the speed of light. The middle term is the mass-velocity correction, the first relativistic correction to the kinetic energy. The trial function is the normalised Gaussian $(2a/\pi)^{3/4} e^{-a\rho^2}$.

Each momentum component of this function is normally distributed with variance $a$. Hence $\langle p^2\rangle = 3a$ and $\langle p^4\rangle = 3\cdot 3a^2 + 6\cdot a^2 = 15a^2$. For the attraction,

$$\left\langle \frac{1}{\rho}\right\rangle = \left(\frac{2a}{\pi}\right)^{3/2}\int_0^\infty 4\pi\rho\, e^{-2a\rho^2}\,d\rho = \left(\frac{2a}{\pi}\right)^{3/2}\frac{\pi}{a} = 2\sqrt{\frac{2a}{\pi}}.$$

Together these give $F(a)$. The file starts from the closed form, `trialEnergy Z c a`; the integrals above are the reason for that definition and are not formalised.

## What the theorems say

`tendsto_trialEnergy_atBot` is the collapse: as $a$ goes to $+\infty$ (`atTop`), the energy goes to $-\infty$ (`atBot`).

`exists_localMin_iff` is the criterion. `IsLocalMin (trialEnergy Z c) a` means that $F(a) \le F(x)$ for all $x$ near $a$, so the negative direction rules out even a flat minimum. The condition `0 < a` restricts the claim to exponents that belong to a normalisable Gaussian. The inequality is strict: at $Z^2/c^2 = \pi/15$ there is no local minimum. The hypothesis $Z > 0$ can't be relaxed to $Z \ge 0$, because at $Z = 0$ the inequality holds while $F$ has no local minimum at positive $a$.

Two further theorems describe the two regimes. In the strong-field case, $Z^2/c^2 \ge \pi/15$, `strictAntiOn_trialEnergy` says that $F$ decreases strictly on all of $a > 0$. In the weak-field case, $Z^2/c^2 < \pi/15$, `exists_metastable_minimum` gives an exponent inside $(0, 2c^2/15)$ that minimises $F$ over $(0, 2c^2/15]$.

In `exists_localMin_iff_le_62` the charge is a positive natural number, and 137.036 is the speed of light in atomic units, that is, the inverse fine-structure constant, rounded to three decimals.

For this one-electron, one-parameter model, optimising the exponent with the mass-velocity term in the energy functional can at best find a metastable point, and for $Z \ge 63$ not even that. The number 62 belongs to this functional. The Darwin term is left out, and a larger basis or more electrons would pose a different problem.

## Collapse at large exponents

If $a \ge 4c^2/3$, then

$$\frac{15a^2}{8c^2} \ge \frac{15a}{8c^2}\cdot\frac{4c^2}{3} = \frac{5a}{2}.$$

The attraction only lowers the energy, so $F(a) \le \frac{3a}{2} - \frac{5a}{2} = -a$. The Lean proof is this comparison: `tendsto_atBot_mono'` transfers the limit from $-a$ to $F$, and `h1` is the displayed inequality.

## A quartic in the square root of the exponent

Put $a = s^2$ with $s \ge 0$, and write

$$k = Z\sqrt{2/\pi}, \qquad r = c\sqrt{2/15}, \qquad b = \frac{15}{8c^2}.$$

Then, as `trialEnergy_sq` states,

$$F(s^2) = \tfrac32 s^2 - b s^4 - 2ks.$$

The constants satisfy $4br^2 = 1$, which is `hbr` in the Lean proofs. Squaring the positive numbers $k$ and $r$ shows that $k < r$ means $2Z^2/\pi < 2c^2/15$, that is, $Z^2/c^2 < \pi/15$. This is `weak_coupling_iff`.

Calculus now shows the whole picture. The slope in $s$ is $3s - s^3/r^2 - 2k$. It is largest at $s = r$, where it equals $2(r - k)$. If $k \ge r$, the slope is never positive and vanishes at most at one point, so the energy falls throughout. If $k < r$, the slope is negative at $s = 0$ and positive at $s = r$, so a minimum lies between them. The Lean proofs reach the same conclusions without derivatives, by algebraic identities and, for $k < r$, the intermediate value theorem.

## Strong field: the energy only falls

Let $0 < s < t$. Factoring the difference gives

$$F(t^2) - F(s^2) = (t-s)\left[\tfrac32(t+s) - b(t+s)(t^2+s^2) - 2k\right].$$

The bracket is negative when $k \ge r$, because $4br^2 = 1$ implies

$$2r - \tfrac32(t+s) + b(t+s)(t^2+s^2) = \tfrac{b}{2}\left[(t+s-2r)^2(t+s+4r) + (t+s)(t-s)^2\right] > 0.$$

In `strictAntiOn_trialEnergy` this identity is `h4`. Its two terms on the right are handled by `h2` (nonnegative) and `h1` (positive). The second term keeps the inequality strict at the threshold $k = r$. Then `h5` replaces $r$ by the larger or equal $k$, and the last line multiplies by $t - s$.

## Weak field: a minimum below $2c^2/15$

Let $k < r$. The function $3s - 4bs^3$ is $0$ at $s = 0$ and $3r - r = 2r$ at $s = r$. Since $0 < 2k < 2r$, the intermediate value theorem gives an $s$ in $(0, r)$ with $3s - 4bs^3 = 2k$, a stationary point. For any $t$, using this equation to eliminate $k$ and $4br^2 = 1$ to rewrite the quadratic term,

$$F(t^2) - F(s^2) = (t-s)^2\, b\left(6r^2 - t^2 - 2ts - 3s^2\right) \qquad (t \ge 0).$$

For $0 < t \le r$ we have $2ts \le t^2 + s^2$, so $t^2 + 2ts + 3s^2 \le 2t^2 + 4s^2 \le 6r^2$, and the difference is nonnegative. Thus $a = s^2$ minimises $F$ over $(0, r^2]$, with $r^2 = 2c^2/15$. In `exists_metastable_minimum` the identity is `h3` and the sign of the last factor is `h1`.

## From the two regimes to the criterion

In `exists_localMin_iff`, the weak-field minimiser lies strictly inside the interval, so it is a local minimum; `Ioc_mem_nhds` supplies the neighbourhood. Conversely, suppose that there is a local minimum at $a > 0$ although $Z^2/c^2 \ge \pi/15$. Then some $x > a$ close to $a$ has $F(a) \le F(x)$, which contradicts strict decrease.

For $c = 137.036$ the criterion reads $15Z^2 < \pi c^2 \approx 58\,996$. The left side is $57\,660$ at $Z = 62$ and $59\,535$ at $Z = 63$. The Lean proof needs only two-decimal bounds on $\pi$ to separate these values.

## A metastable case in numbers

Take $k = \frac{11}{16}r$, which for $c = 137.036$ corresponds to $Z \approx 43.1$. This is not a whole number, so no real nucleus has this charge; the value of $k$ is chosen to keep the fractions simple. With $y = s/r$ the stationarity condition is $3y - y^3 = \frac{11}{8}$, and $y = \frac12$ solves it, since $\frac32 - \frac18 = \frac{11}{8}$. The minimum is therefore at $a = r^2/4 = c^2/30$.

In units of $r^2$ the energy is $\frac32y^2 - \frac14y^4 - \frac{11}{8}y$:

- At $y = \frac12$ it is $\frac38 - \frac1{64} - \frac{11}{16} = -\frac{21}{64} \approx -0.33$.
- At $y = 1$ it has risen to $\frac32 - \frac14 - \frac{11}{8} = -\frac18$.
- At $y = 2$ it is $6 - 4 - \frac{11}{4} = -\frac34$, already below the local minimum.

An optimiser started near $a = c^2/30$ with small steps could settle there, while one that reached $a = 4r^2 = 8c^2/15$ would find a lower energy and continue towards collapse.
